# The partition function of a ring of adsorbates with nearest-neighbour interactions is a sum of two $N$-th powers

## Occupation patterns and their weights

Take $N$ equivalent adsorption sites along a step edge, closed into a ring and numbered $i = 0, \dots, N-1$, with $i+1$ read modulo $N$. Each site is empty, $s_i = 0$, or holds one adsorbate, $s_i = 1$. The edge exchanges particles with a reservoir at temperature $T_0$ and chemical potential $\mu$. An adsorbate has the site energy $\varepsilon$, and two adsorbates on neighbouring sites have the additional energy $w$. The problem is to sum the Boltzmann weights of all $2^N$ patterns.

Two numbers carry the energies:

$$z = e^{(\mu-\varepsilon)/k_B T_0}, \qquad y = e^{-w/k_B T_0}.$$

Attraction means $y > 1$, repulsion $y < 1$, and $y = 0$ is the limit in which neighbouring sites cannot both be occupied. For $z, y > 0$ and $N \ge 3$, the total weight is $Z_N = a^N + b^N$, where $a$ and $b$ are the roots of $X^2 - (1+zy)X + z(y-1)$.

Applied to a real edge, the model assumes that the adsorption energies reduce to one site term and one nearest-neighbour term, the same all along the row. It also closes a row that has ends into a ring, and it leaves out the vibrations of the adsorbates. Within these restrictions, $z$ and $y$ follow from computed adsorption energies once $T_0$ and $\mu$ are given, with $\mu$ and $\varepsilon$ measured from the same energy zero, and a grand-canonical simulation of the same finite ring can be compared with the formula through the mean number of adsorbates, $z\,\partial \log Z_N/\partial z$ at fixed $y$.

```lean
import Mathlib

open Finset Filter Topology

namespace StepEdgeLatticeGas

noncomputable section
```

The weight of a pattern is

$$W(s) = z^{\sum_i s_i}\; y^{\sum_i s_i s_{i+1}} .$$

In Lean a pattern is a map `s : Fin N → Bool`, with `true` for an occupied site. The two exponents are the numbers of elements in filtered sets of sites, and addition in `Fin N` is cyclic, so the last site is followed by site 0. The condition `NeZero N` says $N \ge 1$. Since $0^0 = 1$, setting $y = 0$ keeps exactly the patterns without occupied neighbours. The parameters `z` and `y` are arbitrary real numbers here; sign conditions appear only in the theorems that use them.

```lean
/-- The weight of an occupation pattern `s` on a ring of `N` sites: a factor `z` for each
occupied site and a factor `y` for each bond `(i, i + 1)` with both ends occupied. -/
def weight {N : ℕ} [NeZero N] (z y : ℝ) (s : Fin N → Bool) : ℝ :=
  z ^ (univ.filter fun i => s i = true).card *
    y ^ (univ.filter fun i => s i = true ∧ s (i + 1) = true).card
```

The total weight is $Z_N = \sum_s W(s)$. Because the number of adsorbates varies, this is the grand partition function, often written $\Xi$.

```lean
/-- The total weight of all occupation patterns on a ring of `N` sites. -/
def partitionFunction (N : ℕ) [NeZero N] (z y : ℝ) : ℝ :=
  ∑ s : Fin N → Bool, weight z y s
```

The weight can be distributed over the bonds. Let the bond from $i$ to $i+1$ carry the factor $z$ if site $i$ is occupied, and a further factor $y$ if both sites are. With the states ordered as empty, occupied, these factors form the matrix

$$T = \begin{pmatrix} 1 & 1 \\ z & zy \end{pmatrix}.$$

Many textbooks use a symmetric version, with a factor $\sqrt z$ for each occupied end of the bond. The version here has the same trace and determinant. In the definition below, `a` and `b` are the states of two neighbouring sites, not the roots.

```lean
/-- The transfer matrix between neighbouring sites: `z` if the first site is occupied,
times `y` if both are. -/
def transfer (z y : ℝ) : Matrix Bool Bool ℝ :=
  Matrix.of fun a b =>
    (if a = true then z else 1) * (if a = true ∧ b = true then y else 1)
```

## Bonds and adjacent pairs

The exponent of $y$ counts bonds $(i, i+1)$. It is the number of adjacent occupied pairs if different bonds join different pairs. Suppose $\{i, i+1\} = \{j, j+1\}$. Either $i = j$, or $i = j+1$ and $i+1 = j$. The second case gives $j + 2 = j$ modulo $N$, so $N$ divides 2, which is impossible for $N \ge 3$.

The lemma states this for $N = k+3$ with $k$ any natural number. The expression `s(i, i + 1)` is Mathlib's notation for an unordered pair and has nothing to do with a pattern `s`. The two cases of `rcases` are the two cases above.

```lean
/-- On a ring of at least three sites, different bonds `(i, i + 1)` join different
unordered pairs of sites. -/
theorem bond_injective (k : ℕ) :
    Function.Injective (fun i : Fin (k + 3) => s(i, i + 1)) := by
  intro i j hij
  rcases Sym2.eq_iff.mp hij with h | h
  · exact h.1
  · -- the reversed bond would force two steps around the ring to be no step at all
    exfalso
    have h0 : j + 1 + 1 = j := by rw [← h.1]; exact h.2
    have h1 : j + (1 + 1) = j + 0 := by rw [← add_assoc, h0, add_zero]
    have h2 := congrArg Fin.val (add_left_cancel h1)
    have h3 : ((1 : Fin (k + 3)) : ℕ) = 1 := Fin.val_one (k + 1)
    rw [Fin.val_add, h3, Nat.mod_eq_of_lt (show 1 + 1 < k + 3 by omega)] at h2
    simp at h2
```

On smaller rings the bond count has to be taken literally. For $N = 2$ the two sites are joined by two bonds, and $Z_2 = 1 + 2z + z^2y^2$. For $N = 1$ the site is its own neighbour, and $Z_1 = 1 + zy$. The formula with the roots holds for these cases too.

## From an open chain to a matrix power

Cut the ring open. A chain with $n$ bonds has sites $0, \dots, n$, and for any function $g$ of its two end states

$$\sum_{s} \Big(\prod_{i=0}^{n-1} T_{s_i s_{i+1}}\Big)\, g(s_0, s_n) = \sum_{a,b} (T^n)_{ab}\, g(a,b).$$

For $n = 0$ there is one site, the product is empty and $T^0 = 1$, so both sides equal $\sum_a g(a,a)$. For the step from $n$ to $n+1$, split off the first site, in state $a$, and call the remaining states $t_0, \dots, t_n$. The sum over $t$ is

$$\sum_t \Big(\prod_{i=0}^{n-1} T_{t_i t_{i+1}}\Big)\, T_{a t_0}\, g(a, t_n) = \sum_{b,c} (T^n)_{bc}\, T_{ab}\, g(a,c) = \sum_c (T^{n+1})_{ac}\, g(a,c).$$

The first equality is the induction hypothesis, applied to the function $(b,c) \mapsto T_{ab}\,g(a,c)$. This is the reason for stating the lemma for every $g$.

In the code `i.castSucc` and `i.succ` are the left and right ends of bond `i`, and the equivalence `e` attaches a first site to a chain. The `calc` block follows the displayed line, with `ih` as its middle step.

```lean
/-- Summing products of matrix entries over all patterns of an open chain with `n` bonds,
with any function `g` of the two end sites, gives the entries of the `n`-th matrix power
summed against `g`. -/
theorem chain_sum (T : Matrix Bool Bool ℝ) (n : ℕ) : ∀ g : Bool → Bool → ℝ,
    ∑ s : Fin (n + 1) → Bool,
      (∏ i : Fin n, T (s i.castSucc) (s i.succ)) * g (s 0) (s (Fin.last n)) =
    ∑ a, ∑ b, (T ^ n) a b * g a b := by
  induction n with
  | zero =>
    intro g
    rw [← (Equiv.funUnique (Fin 1) Bool).symm.sum_comp]
    simp [Matrix.one_apply]
  | succ n ih =>
    intro g
    -- split off the first site of the chain
    obtain ⟨e, he0, hes⟩ : ∃ e : Bool × (Fin (n + 1) → Bool) ≃ (Fin (n + 1 + 1) → Bool),
        (∀ a t, e (a, t) 0 = a) ∧ ∀ a t (i : Fin (n + 1)), e (a, t) i.succ = t i :=
      ⟨Fin.consEquiv (fun _ => Bool), fun _ _ => rfl, fun _ _ _ => rfl⟩
    have hl : Fin.last (n + 1) = (Fin.last n).succ := rfl
    rw [← e.sum_comp, Fintype.sum_prod_type]
    refine Finset.sum_congr rfl fun a _ => ?_
    calc _ = ∑ t : Fin (n + 1) → Bool, (∏ i : Fin n, T (t i.castSucc) (t i.succ)) *
          (T a (t 0) * g a (t (Fin.last n))) := by
          refine Finset.sum_congr rfl fun t _ => ?_
          rw [Fin.prod_univ_succ]
          simp only [Fin.castSucc_zero, ← Fin.succ_castSucc, hl, he0, hes]
          ring
      _ = ∑ b, ∑ c, (T ^ n) b c * (T a b * g a c) := ih (fun b c => T a b * g a c)
      _ = _ := by
          rw [Finset.sum_comm]
          refine Finset.sum_congr rfl fun c _ => ?_
          rw [pow_succ', Matrix.mul_apply, Finset.sum_mul]
          exact Finset.sum_congr rfl fun b _ => by ring
```

## Closing the chain

On a ring of $n+1$ sites, $W(s)$ is the product of $T_{s_i s_{i+1}}$ over all $n+1$ bonds. The first $n$ bonds form an open chain, and the last contributes $T_{s_n s_0}$. Choosing $g(a,b) = T_{ba}$ gives

$$Z_{n+1} = \sum_{a,b} (T^n)_{ab}\, T_{ba} = \operatorname{tr} T^{n+1}.$$

The intermediate claim `hw` is the factorisation of the weight over bonds. `Fin.prod_univ_castSucc` then separates the closing bond from the others.

```lean
/-- The partition function of a ring of `n + 1` sites is the trace of the `(n + 1)`-th power
of the transfer matrix. -/
theorem partitionFunction_eq_trace (n : ℕ) (z y : ℝ) :
    partitionFunction (n + 1) z y = (transfer z y ^ (n + 1)).trace := by
  have h := chain_sum (transfer z y) n (fun a b => transfer z y b a)
  rw [pow_succ, Matrix.trace]
  simp only [Matrix.diag_apply, Matrix.mul_apply]
  refine Eq.trans ?_ h
  unfold partitionFunction
  refine Finset.sum_congr rfl fun s _ => ?_
  -- the weight is a product over bonds
  have hw : weight z y s = ∏ i, transfer z y (s i) (s (i + 1)) := by
    simp only [weight, transfer, Matrix.of_apply]
    rw [Finset.prod_mul_distrib]
    simp only [Finset.prod_ite, Finset.prod_const, one_pow, mul_one]
  -- the last bond closes the ring
  rw [hw, Fin.prod_univ_castSucc]
  simp only [Fin.coeSucc_eq_succ, Fin.last_add_one]
```

## The recurrence shared by traces and roots

Multiplying out,

$$T^2 = \begin{pmatrix} 1+z & 1+zy \\ z + z^2y & z + z^2y^2 \end{pmatrix} = (1+zy)\,T - z(y-1)\,\mathbb 1 .$$

This is the Cayley–Hamilton equation of $T$, with trace $1+zy$ and determinant $z(y-1)$. Lean verifies it entry by entry.

```lean
/-- The transfer matrix satisfies its characteristic equation
`T² = (1 + z y) T - z (y - 1)`. -/
theorem transfer_sq (z y : ℝ) :
    transfer z y ^ 2 = (1 + z * y) • transfer z y - (z * (y - 1)) • 1 := by
  ext i j
  cases i <;> cases j <;>
    simp [transfer, pow_two, Matrix.mul_apply] <;> ring
```

Now let $a$ and $b$ be real numbers with

$$X^2 - (1+zy)X + z(y-1) = (X-a)(X-b) \quad\text{for all real } X.$$

This hypothesis, `hroots`, says that $a$ and $b$ are the two roots counted with multiplicity. Setting $X = 0$ gives $ab = z(y-1)$, and $X = 1$ then gives $a + b = 1 + zy$. Multiplying the equation for $T^2$ by $T^n$ and taking the trace yields

$$\operatorname{tr} T^{n+2} = (a+b)\operatorname{tr} T^{n+1} - ab\,\operatorname{tr} T^n .$$

The power sums obey the same rule:

$$(a+b)(a^{n+1} + b^{n+1}) - ab\,(a^n + b^n) = a^{n+2} + b^{n+2}.$$

The starting values agree as well, since $\operatorname{tr} T^0 = 2$ and $\operatorname{tr} T = 1 + zy = a + b$. Hence $\operatorname{tr} T^n = a^n + b^n$ for every $n$, and $Z_N = a^N + b^N$.

The theorem holds for every $N \ge 1$ and all real $z$, $y$ for which such real $a$, $b$ exist. In its proof `hp` and `hs` are the product and the sum of the roots. The statement `key` carries two consecutive values of $n$ through the induction, as a two-term recurrence requires.

```lean
/-- If `a` and `b` are the two roots of `X² - (1 + z y) X + z (y - 1)`, the total weight of
all occupation patterns on a ring of `N ≥ 1` sites is `a ^ N + b ^ N`. -/
theorem partitionFunction_eq_roots (N : ℕ) [NeZero N] (z y a b : ℝ)
    (hroots : ∀ X : ℝ, X ^ 2 - (1 + z * y) * X + z * (y - 1) = (X - a) * (X - b)) :
    partitionFunction N z y = a ^ N + b ^ N := by
  have hp : a * b = z * (y - 1) := by linear_combination -hroots 0
  have hs : a + b = 1 + z * y := by linear_combination hroots 1 - hroots 0
  -- traces of powers and power sums of the roots obey the same recurrence
  have key : ∀ n : ℕ, (transfer z y ^ n).trace = a ^ n + b ^ n ∧
      (transfer z y ^ (n + 1)).trace = a ^ (n + 1) + b ^ (n + 1) := by
    intro n
    induction n with
    | zero =>
      constructor
      · rw [pow_zero, Matrix.trace_one, Fintype.card_bool]
        norm_num
      · rw [zero_add, pow_one, pow_one, pow_one, hs]
        simp [Matrix.trace, transfer, add_comm]
    | succ n ih =>
      refine ⟨ih.2, ?_⟩
      have hT : transfer z y ^ (n + 1 + 1) =
          (1 + z * y) • transfer z y ^ (n + 1) - (z * (y - 1)) • transfer z y ^ n := by
        rw [show n + 1 + 1 = n + 2 from rfl, pow_add, transfer_sq, mul_sub,
          mul_smul_comm, mul_smul_comm, mul_one, ← pow_succ]
      rw [hT, Matrix.trace_sub, Matrix.trace_smul, Matrix.trace_smul, ih.1, ih.2,
        smul_eq_mul, smul_eq_mul, ← hs, ← hp]
      ring
  obtain ⟨n, rfl⟩ := Nat.exists_eq_succ_of_ne_zero (NeZero.ne N)
  exact (partitionFunction_eq_trace n z y).trans (key n).2
```

## Real roots for non-negative $z$

The discriminant is

$$(1+zy)^2 - 4z(y-1) = (1-zy)^2 + 4z,$$

which is non-negative for $z \ge 0$. The roots are then real:

$$r_\pm = \tfrac12\Big(1 + zy \pm \sqrt{(1-zy)^2 + 4z}\Big).$$

```lean
/-- The root of `X² - (1 + z y) X + z (y - 1)` with the plus sign before the square root, for
`(1 - z y)² + 4 z ≥ 0`. -/
def rootPlus (z y : ℝ) : ℝ := (1 + z * y + √((1 - z * y) ^ 2 + 4 * z)) / 2

/-- The root of `X² - (1 + z y) X + z (y - 1)` with the minus sign before the square root, for
`(1 - z y)² + 4 z ≥ 0`. -/
def rootMinus (z y : ℝ) : ℝ := (1 + z * y - √((1 - z * y) ^ 2 + 4 * z)) / 2
```

To apply the previous theorem, one checks that $(X - r_+)(X - r_-)$ is the required polynomial. The sum of the roots is visibly $1+zy$, and their product is $\tfrac14\big[(1+zy)^2 - (1-zy)^2 - 4z\big] = z(y-1)$. The only fact needed about the square root is that its square returns the discriminant; this is `h` in the proof.

```lean
/-- For `z ≥ 0` the partition function of the ring is the sum of the `N`-th powers of the two
explicit real roots. -/
theorem partitionFunction_explicit (N : ℕ) [NeZero N] (z y : ℝ) (hz : 0 ≤ z) :
    partitionFunction N z y = rootPlus z y ^ N + rootMinus z y ^ N := by
  apply partitionFunction_eq_roots
  intro X
  have h := Real.sq_sqrt (show 0 ≤ (1 - z * y) ^ 2 + 4 * z by positivity)
  unfold rootPlus rootMinus
  linear_combination (1 / 4) * h
```

Three sites with $z = 1$ and $y = 2$ show the formula at work. The empty ring has weight 1, the three patterns with one adsorbate have weight 1 each, the three with two adsorbates have weight $z^2y = 2$ each, and the full ring has weight $z^3y^3 = 8$. The total is $1 + 3 + 6 + 8 = 18$. The roots are $r_\pm = (3 \pm \sqrt5)/2$, with sum 3 and product 1, so $r_+^3 + r_-^3 = 3^3 - 3\cdot 1\cdot 3 = 18$. The larger root alone gives $r_+^3 \approx 17.94$.

## The long ring

For $z > 0$ and $y \ge 0$ the difference $r_+ - r_- = \sqrt{(1-zy)^2 + 4z}$ and the sum $r_+ + r_- = 1 + zy$ are both positive. Therefore $-r_+ < r_- < r_+$, that is, $|r_-| < r_+$. The two inequalities are the two goals left by `constructor`.

```lean
/-- For `z > 0` and `y ≥ 0` the root with the plus sign is strictly larger than the modulus
of the other root. -/
theorem abs_rootMinus_lt (z y : ℝ) (hz : 0 < z) (hy : 0 ≤ y) :
    |rootMinus z y| < rootPlus z y := by
  have h := Real.sqrt_pos.mpr (show 0 < (1 - z * y) ^ 2 + 4 * z by positivity)
  have hzy : 0 ≤ z * y := by positivity
  unfold rootPlus rootMinus
  rw [abs_lt]
  constructor <;> linarith
```

Put $q = r_-/r_+$, so that $|q| < 1$. Then

$$Z_N = r_+^N\,(1 + q^N), \qquad \frac{\log Z_N}{N} = \log r_+ + \frac{\log(1+q^N)}{N} \longrightarrow \log r_+ .$$

The logarithm on the right is defined because $|q^N| < 1$. Multiplied by $-k_B T_0$, the limit is the grand potential per site of a long edge in this model. For repulsion $r_-$ is negative, and the finite-size correction alternates in sign with $N$.

In Lean the ring has `n + 1` sites and `n` goes to infinity. The proof abbreviates the roots as `a` and `b`. There `hpow` is the decay of $q^N$, `key` is the limit of the right-hand side above, and the remaining lines show that this expression equals $\log Z_N/N$ for each ring.

```lean
/-- For `z > 0` and `y ≥ 0` the logarithm of the partition function per site tends, for long
rings, to the logarithm of the root with the plus sign. -/
theorem log_partitionFunction_per_site (z y : ℝ) (hz : 0 < z) (hy : 0 ≤ y) :
    Tendsto (fun n : ℕ => Real.log (partitionFunction (n + 1) z y) / ((n : ℝ) + 1))
      atTop (𝓝 (Real.log (rootPlus z y))) := by
  have hlt := abs_rootMinus_lt z y hz hy
  have hZ := fun n : ℕ => partitionFunction_explicit (n + 1) z y hz.le
  obtain ⟨a, ha'⟩ : ∃ a, a = rootPlus z y := ⟨_, rfl⟩
  obtain ⟨b, hb'⟩ : ∃ b, b = rootMinus z y := ⟨_, rfl⟩
  simp only [← ha', ← hb'] at hZ hlt
  rw [← ha']
  have ha : 0 < a := lt_of_le_of_lt (abs_nonneg b) hlt
  have hr : |b / a| < 1 := by
    rw [abs_div, abs_of_pos ha, div_lt_one ha]
    exact hlt
  -- the correction from the smaller root dies out
  have hpow : Tendsto (fun n : ℕ => (b / a) ^ (n + 1)) atTop (𝓝 0) :=
    (tendsto_pow_atTop_nhds_zero_of_abs_lt_one hr).comp (tendsto_add_atTop_nat 1)
  have hlog := (hpow.const_add 1).log (by norm_num)
  have hinv : Tendsto (fun n : ℕ => 1 / ((n : ℝ) + 1)) atTop (𝓝 0) :=
    tendsto_one_div_add_atTop_nhds_zero_nat
  have key := (hlog.mul hinv).const_add (Real.log a)
  rw [mul_zero, add_zero] at key
  refine key.congr fun n => ?_
  have hsmall : |(b / a) ^ (n + 1)| < 1 := by
    rw [abs_pow]
    exact pow_lt_one₀ (abs_nonneg _) hr (Nat.succ_ne_zero n)
  have hne : 1 + (b / a) ^ (n + 1) ≠ 0 := by
    have := (abs_lt.mp hsmall).1
    linarith
  have hab : a * (b / a) = b := by field_simp
  have hfac : a ^ (n + 1) + b ^ (n + 1) = a ^ (n + 1) * (1 + (b / a) ^ (n + 1)) := by
    rw [mul_add, mul_one, ← mul_pow, hab]
  have hn : (n : ℝ) + 1 ≠ 0 := by positivity
  rw [hZ n, hfac, Real.log_mul (pow_ne_zero _ ha.ne') hne, Real.log_pow, add_div]
  push_cast
  rw [mul_div_cancel_left₀ _ hn, mul_one_div]

end

end StepEdgeLatticeGas
```

```lean
#print axioms StepEdgeLatticeGas.bond_injective
-- 'StepEdgeLatticeGas.bond_injective' depends on axioms: [propext, Quot.sound]
#print axioms StepEdgeLatticeGas.partitionFunction_explicit
-- 'StepEdgeLatticeGas.partitionFunction_explicit' depends on axioms: [propext, Classical.choice, Quot.sound]
#print axioms StepEdgeLatticeGas.log_partitionFunction_per_site
-- 'StepEdgeLatticeGas.log_partitionFunction_per_site' depends on axioms: [propext, Classical.choice, Quot.sound]
```
